# One matching wave number for sin(qr) in each window above the first, and a threshold in the first

In one way of building a pseudo partial wave, the all-electron radial function inside a cutoff radius $R$ is replaced by a combination of spherical Bessel functions. The wave number of each is chosen so that its logarithmic derivative at $R$ equals that of the all-electron function. This step is a root search, and it is useful to know in advance where the roots lie and how many there are. For the s-wave, with a single real wave number and a given finite logarithmic derivative, the answer is as follows.

Let $u(r)=\sin(qr)$, which is $r$ times the spherical Bessel function $j_0(qr)$ up to a constant factor. Its logarithmic derivative at $R$ is

$$\frac{u'(R)}{u(R)}=\frac{q\cos(qR)}{\sin(qR)}=q\cot(qR).$$

Let $R>0$, let $L$ be the real number to be matched, and for $n=0,1,2,\dots$ call the open interval $(n\pi/R,(n+1)\pi/R)$ window $n$, so that the first window is the one with $n=0$. Then $q\cot(qR)=L$ has exactly one solution in every window with $n\ge 1$. In the window $n=0$ it has exactly one solution if $L<1/R$ and none if $L\ge 1/R$.

Here $L$ is the logarithmic derivative at $R$ of the all-electron radial function multiplied by $r$. The radial function itself then has logarithmic derivative $L-1/R$ at $R$, so the condition $L<1/R$ says that its magnitude is falling there.

## Monotonicity, a sign change and the threshold

**At most one solution.** Write $x=qR$. Inside a window $\sin x\neq 0$, so $q\cot(qR)$ is differentiable in $q$, with

$$\frac{d}{dq}\,q\cot(qR)=\cot x-\frac{x}{\sin^2x}=\frac{\sin x\cos x-x}{\sin^2 x}.$$

The numerator is $\tfrac12(\sin 2x-2x)$, which is negative because $x>0$. The function is strictly decreasing in each window and takes no value twice there.

**A solution for $n\ge1$.** Multiplying the equation by $\sin(qR)$ removes the poles. Consider the continuous function

$$g(q)=(-1)^n\bigl(q\cos(qR)-L\sin(qR)\bigr).$$

At the edges the sine vanishes and the cosine is $\pm1$, so

$$g\!\left(\frac{n\pi}{R}\right)=\frac{n\pi}{R}>0,\qquad g\!\left(\frac{(n+1)\pi}{R}\right)=-\frac{(n+1)\pi}{R}<0.$$

By the intermediate value theorem $g$ vanishes at some $q$ strictly between the edges. Since $\sin(qR)\ne0$ there, dividing by it gives $q\cot(qR)=L$.

**A solution for $n=0$ when $L<1/R$.** Now $g(0)=0$, so the lower edge gives no sign, and a starting point inside the window is needed. Put $m=\max(LR,0)$, so that $0\le m<1$, and take $x=\arccos\frac{m+1}{2}$. Then $0<x<\pi/2$ and $\cos x=\frac{m+1}{2}>m$. Using $\sin x<x$ and $\sin x>0$,

$$x\cos x>m\,x\ge m\sin x\ge LR\sin x.$$

Hence $g(x/R)=(x\cos x-LR\sin x)/R>0$, and the sign change between $x/R$ and $\pi/R$ gives a solution as before.

**No solution for $n=0$ when $L\ge1/R$.** For $0<x<\pi$ we have $x\cos x<\sin x$. If $x<\pi/2$, this is $x<\tan x$ multiplied by $\cos x>0$. If $x\ge\pi/2$, the left side is at most zero and the right side is positive. Dividing by $R\sin x$ gives $q\cot(qR)<1/R$ throughout the first window.

**Value and slope together.** Suppose that $A\sin(qr)$ must have value $v\neq0$ and slope $s$ at $R$. The ratio of the two conditions is $q\cot(qR)=s/v$, which fixes $q$ in each window with $n\ge1$. The value then fixes $A=v/\sin(qR)$.

## Two targets at R = 1

Take $R=1$ in arbitrary length units, so the threshold is $1/R=1$.

For $L=\pi/4\approx0.785$, below the threshold, the first window contains $q=\pi/4$, because $\cot(\pi/4)=1$.

For $L=5\pi/4\approx3.927$, above the threshold, the first window is empty of solutions. The window $(\pi,2\pi)$ contains $q=5\pi/4$, because $\cot(5\pi/4)=1$. With $v=1$ and $s=5\pi/4$ the amplitude is $A=1/\sin(5\pi/4)=-\sqrt2$. The slope is then $-\sqrt2\cdot\frac{5\pi}{4}\cdot\bigl(-\frac{1}{\sqrt2}\bigr)=\frac{5\pi}{4}$, as required.

## The s-wave and its windows in Lean

```lean
import Mathlib

open Real

namespace BesselPseudisation

noncomputable section
```

The s-wave is a real function of two real arguments, the wave number and the radius. It carries no amplitude and no normalisation.

```lean
/-- The radial s-wave `u(r) = sin (q r)` with wave number `q`. -/
def sWave (q r : ℝ) : ℝ := sin (q * r)
```

A window is the open interval `Set.Ioo` between consecutive edges. The index `n` is a natural number, read as a real number inside the formula.

```lean
/-- The open window of wave numbers between `n π / R` and `(n + 1) π / R`. -/
def window (R : ℝ) (n : ℕ) : Set ℝ := Set.Ioo (n * π / R) ((n + 1) * π / R)
```

The logarithmic derivative is derived from the wave itself. The first of the next two theorems applies the chain rule to $\sin(qr)$ as a function of $r$, and the second divides by the value at $R$.

```lean
/-- The slope of the s-wave at radius `R` is `q cos (q R)`. -/
theorem deriv_sWave (q R : ℝ) : deriv (sWave q) R = q * cos (q * R) := by
  have hl : HasDerivAt (fun r : ℝ => q * r) q R := by
    simpa using (hasDerivAt_id' R).const_mul q
  have h : HasDerivAt (sWave q) (cos (q * R) * q) R := hl.sin
  rw [h.deriv, mul_comm]

/-- The logarithmic derivative of the s-wave at radius `R` is `q cot (q R)`. -/
theorem sWave_logDeriv (q R : ℝ) :
    deriv (sWave q) R / sWave q R = q * Real.cot (q * R) := by
  rw [deriv_sWave, Real.cot_eq_cos_div_sin, sWave, mul_div_assoc]
```

The second theorem needs no condition on $q$ because Lean sets division by zero to zero; inside a window the denominator is nonzero and the quotient has its usual meaning.

## No nodes at R, and a decreasing logarithmic derivative

If $\sin(qR)$ were zero, $qR$ would equal $m\pi$ for an integer $m$. The window would then force $n<m<n+1$, which `omega` refutes.

```lean
/-- Inside a window the s-wave does not vanish at the matching radius. -/
theorem sin_ne_zero_of_mem {R q : ℝ} {n : ℕ} (hR : 0 < R) (hq : q ∈ window R n) :
    sin (q * R) ≠ 0 := by
  intro h
  obtain ⟨m, hm⟩ := Real.sin_eq_zero_iff.mp h
  obtain ⟨ha, hb⟩ := hq
  have h1 : (n : ℝ) * π < q * R := (div_lt_iff₀ hR).mp ha
  have h2 : q * R < ((n : ℝ) + 1) * π := (lt_div_iff₀ hR).mp hb
  rw [← hm] at h1 h2
  have h3 : (n : ℝ) < m := lt_of_mul_lt_mul_right h1 Real.pi_pos.le
  have h4 : (m : ℝ) < n + 1 := lt_of_mul_lt_mul_right h2 Real.pi_pos.le
  have h5 : (n : ℤ) < m := by exact_mod_cast h3
  have h6 : m < (n : ℤ) + 1 := by exact_mod_cast h4
  omega
```

The derivative with respect to the wave number follows from the product and quotient rules. The auxiliary statement `key` brings the result to the form found by hand, with $\sin^2+\cos^2=1$ as its only trigonometric input.

```lean
/-- The rate of change of the logarithmic derivative `q cot (q R)` with the wave number. -/
theorem hasDerivAt_mul_cot {R q : ℝ} (h : sin (q * R) ≠ 0) :
    HasDerivAt (fun k => k * Real.cot (k * R))
      ((sin (q * R) * cos (q * R) - q * R) / sin (q * R) ^ 2) q := by
  simp only [Real.cot_eq_cos_div_sin]
  have hl : HasDerivAt (fun k : ℝ => k * R) R q := hasDerivAt_mul_const R
  have key : ∀ s c : ℝ, s ≠ 0 → s ^ 2 + c ^ 2 = 1 →
      1 * (c / s) + q * ((-s * R * s - c * (c * R)) / s ^ 2) = (s * c - q * R) / s ^ 2 := by
    intro s c h0 hs
    field_simp
    linear_combination (-q * R) * hs
  exact ((hasDerivAt_id' q).fun_mul (hl.cos.fun_div hl.sin h)).congr_deriv
    (key _ _ h (Real.sin_sq_add_cos_sq _))
```

A function that is continuous on an interval and has negative derivative in its interior is strictly decreasing. The proof supplies continuity from differentiability, and the sign from $\sin 2x<2x$ with $x=qR>0$.

```lean
/-- Within each window the logarithmic derivative at `R` strictly decreases as the wave number
grows. -/
theorem strictAntiOn_mul_cot {R : ℝ} (hR : 0 < R) (n : ℕ) :
    StrictAntiOn (fun q => q * Real.cot (q * R)) (window R n) := by
  refine strictAntiOn_of_deriv_neg (convex_Ioo _ _) (fun q hq =>
    (hasDerivAt_mul_cot (sin_ne_zero_of_mem hR hq)).continuousAt.continuousWithinAt) ?_
  intro q hq
  have hw : q ∈ window R n := interior_subset hq
  have hs := sin_ne_zero_of_mem hR hw
  have hq0 : 0 < q := lt_of_le_of_lt (by positivity) hw.1
  have hx : 0 < q * R := mul_pos hq0 hR
  rw [(hasDerivAt_mul_cot hs).deriv]
  -- the sign is that of sin 2x - 2x
  have h2 := Real.sin_lt (show 0 < 2 * (q * R) by linarith)
  rw [Real.sin_two_mul] at h2
  exact div_neg_of_neg_of_pos (by linarith) (by positivity)
```

## Existence from one positive point

The intermediate value argument is stated once for both cases. The point `a` may be the lower edge itself or a point inside the window, and `hpos` says that $g(a)>0$. The proof computes $g$ at the upper edge, finds a zero strictly between `a` and that edge, and divides by the nonvanishing sine.

```lean
/-- If `(-1)^n (q cos (q R) - L sin (q R))` is positive at some point `a` of the window or at its
lower edge, then the window contains a wave number with logarithmic derivative `L`. -/
theorem exists_match {R L a : ℝ} (hR : 0 < R) (n : ℕ) (ha : n * π / R ≤ a)
    (hab : a < (n + 1) * π / R)
    (hpos : 0 < (-1 : ℝ) ^ n * (a * cos (a * R) - L * sin (a * R))) :
    ∃ q ∈ window R n, q * Real.cot (q * R) = L := by
  have hc := Real.cos_nat_mul_pi (n + 1)
  have hs := Real.sin_nat_mul_pi (n + 1)
  push_cast at hc hs
  have he : (-1 : ℝ) ^ n * (-1) ^ n = 1 := by rw [← mul_pow]; norm_num
  have hb0 : 0 < ((n : ℝ) + 1) * π / R := by positivity
  -- at the upper edge the function has the opposite sign
  have hb : (-1 : ℝ) ^ n * (((n : ℝ) + 1) * π / R * cos (((n : ℝ) + 1) * π / R * R)
      - L * sin (((n : ℝ) + 1) * π / R * R)) < 0 := by
    rw [div_mul_cancel₀ _ hR.ne', hc, hs, pow_succ]
    have : (-1 : ℝ) ^ n * (((n : ℝ) + 1) * π / R * ((-1) ^ n * (-1)) - L * 0)
        = -(((n : ℝ) + 1) * π / R) := by
      linear_combination (-(((n : ℝ) + 1) * π / R)) * he
    rw [this]
    linarith
  have hcont : Continuous
      (fun q : ℝ => (-1 : ℝ) ^ n * (q * cos (q * R) - L * sin (q * R))) := by fun_prop
  obtain ⟨q, hq, h0⟩ := intermediate_value_Ioo' hab.le hcont.continuousOn ⟨hb, hpos⟩
  have h0' : (-1 : ℝ) ^ n * (q * cos (q * R) - L * sin (q * R)) = 0 := h0
  have hw : q ∈ window R n := ⟨lt_of_le_of_lt ha hq.1, hq.2⟩
  have h1 := (mul_eq_zero.mp h0').resolve_left (pow_ne_zero _ (by norm_num))
  refine ⟨q, hw, ?_⟩
  rw [Real.cot_eq_cos_div_sin, ← mul_div_assoc, div_eq_iff (sin_ne_zero_of_mem hR hw)]
  linarith
```

The bound for the first window is proved by the same split at $\pi/2$ as above. The inequality `key` is $x\cos x<\sin x$.

```lean
/-- In the first window the logarithmic derivative at `R` stays below `1 / R`. -/
theorem mul_cot_lt {R q : ℝ} (hR : 0 < R) (hq : q ∈ Set.Ioo 0 (π / R)) :
    q * Real.cot (q * R) < 1 / R := by
  have hx : 0 < q * R := mul_pos hq.1 hR
  have hxp : q * R < π := (lt_div_iff₀ hR).mp hq.2
  have hs : 0 < sin (q * R) := Real.sin_pos_of_pos_of_lt_pi hx hxp
  have key : q * R * cos (q * R) < sin (q * R) := by
    rcases lt_or_ge (q * R) (π / 2) with h | h
    · have hc : 0 < cos (q * R) := Real.cos_pos_of_mem_Ioo ⟨by linarith, h⟩
      have ht := Real.lt_tan hx h
      rwa [Real.tan_eq_sin_div_cos, lt_div_iff₀ hc] at ht
    · have hc := Real.cos_nonpos_of_pi_div_two_le_of_le h (by linarith [Real.pi_pos])
      nlinarith [mul_nonneg hx.le (neg_nonneg.mpr hc)]
  rw [Real.cot_eq_cos_div_sin, ← mul_div_assoc, div_lt_div_iff₀ hs hR]
  linarith
```

## The count of solutions

The main theorem has three parts joined by "and": the windows with $n\ge1$, the first window below the threshold, and the first window at or above it. The symbol `∃!` means that there is exactly one. The target `L` is an arbitrary real number, so an all-electron function with a node at $R$, whose logarithmic derivative is infinite, is not described by it.

```lean
/-- Every window with `n ≥ 1` contains exactly one wave number with `q cot (q R) = L`; the first
window contains exactly one if `L < 1 / R` and none if `L ≥ 1 / R`. -/
theorem logDeriv_matching {R : ℝ} (hR : 0 < R) (L : ℝ) :
    (∀ n : ℕ, 1 ≤ n → ∃! q, q ∈ window R n ∧ q * Real.cot (q * R) = L) ∧
    (L < 1 / R → ∃! q, q ∈ Set.Ioo 0 (π / R) ∧ q * Real.cot (q * R) = L) ∧
    (1 / R ≤ L → ¬ ∃ q, q ∈ Set.Ioo 0 (π / R) ∧ q * Real.cot (q * R) = L) := by
  have uniq : ∀ n : ℕ, (∃ q ∈ window R n, q * Real.cot (q * R) = L) →
      ∃! q, q ∈ window R n ∧ q * Real.cot (q * R) = L := by
    rintro n ⟨q, hq, hL⟩
    exact ⟨q, ⟨hq, hL⟩, fun y hy =>
      (strictAntiOn_mul_cot hR n).injOn hy.1 hq (hy.2.trans hL.symm)⟩
  refine ⟨fun n hn => uniq n ?_, fun hL => ?_, ?_⟩
  · have hn0 : (0 : ℝ) < n := by exact_mod_cast hn
    have he : (-1 : ℝ) ^ n * (-1) ^ n = 1 := by rw [← mul_pow]; norm_num
    refine exists_match hR n le_rfl
      (div_lt_div_of_pos_right (by nlinarith [Real.pi_pos]) hR) ?_
    rw [div_mul_cancel₀ _ hR.ne', Real.cos_nat_mul_pi, Real.sin_nat_mul_pi]
    have : (-1 : ℝ) ^ n * ((n : ℝ) * π / R * (-1) ^ n - L * 0) = (n : ℝ) * π / R := by
      linear_combination ((n : ℝ) * π / R) * he
    rw [this]
    positivity
  · have hw : window R 0 = Set.Ioo 0 (π / R) := by simp [window]
    rw [← hw]
    apply uniq
    have hLR : L * R < 1 := (lt_div_iff₀ hR).mp hL
    have hm : max (L * R) 0 < 1 := max_lt hLR one_pos
    have hm0 : 0 ≤ max (L * R) 0 := le_max_right _ _
    -- a phase x so small that cos x exceeds both L R and 0
    obtain ⟨x, hx, hxp, hc⟩ : ∃ x, 0 < x ∧ x < π ∧ max (L * R) 0 < cos x := by
      refine ⟨arccos ((max (L * R) 0 + 1) / 2), Real.arccos_pos.mpr (by linarith), ?_, ?_⟩
      · have := Real.arccos_lt_pi_div_two.mpr (show 0 < (max (L * R) 0 + 1) / 2 by linarith)
        linarith [Real.pi_pos]
      · rw [Real.cos_arccos (by linarith) (by linarith)]
        linarith
    have hs := Real.sin_pos_of_pos_of_lt_pi hx hxp
    have h1 := mul_le_mul_of_nonneg_right (le_max_left (L * R) 0) hs.le
    have h2 := mul_le_mul_of_nonneg_left (Real.sin_lt hx).le hm0
    have h3 := mul_lt_mul_of_pos_right hc hx
    refine exists_match (a := x / R) hR 0 ?_ ?_ ?_
    · rw [Nat.cast_zero, zero_mul, zero_div]
      exact (div_pos hx hR).le
    · rw [Nat.cast_zero, zero_add, one_mul]
      exact div_lt_div_of_pos_right hxp hR
    · rw [pow_zero, one_mul, div_mul_cancel₀ _ hR.ne']
      have : x / R * cos x - L * sin x = (x * cos x - L * R * sin x) / R := by
        field_simp
      rw [this]
      exact div_pos (by linarith) hR
  · rintro hL ⟨q, hq, h⟩
    linarith [mul_cot_lt hR hq]
```

The local statement `uniq` turns any solution in a window into the only one, since a strictly decreasing function is injective. For $n\ge1$ the proof then calls `exists_match` at the lower edge. For the first window it constructs the phase $x$ with `arccos` and calls the same theorem at $x/R$; the inequalities `h1`, `h2` and `h3` form the chain $LR\sin x\le m\sin x\le mx<x\cos x$ with $m=\max(LR,0)$. The last part contradicts `mul_cot_lt`.

## Matching value and slope

In the last theorem the unknown is a pair `p`, with amplitude `p.1` and wave number `p.2`. The hypothesis `hv` says that the function to be matched has no node at $R$, which makes the ratio $s/v$ meaningful. The slope `s` is unrestricted. The statement concerns the windows with $n\ge1$ only.

```lean
/-- For a nonzero boundary value `v` and any slope `s`, each window with `n ≥ 1` admits exactly
one pair (amplitude, wave number) whose s-wave has value `v` and slope `s` at `R`. -/
theorem value_slope_matching {R v : ℝ} (hR : 0 < R) (hv : v ≠ 0) (s : ℝ) {n : ℕ} (hn : 1 ≤ n) :
    ∃! p : ℝ × ℝ, p.2 ∈ window R n ∧ p.1 * sWave p.2 R = v ∧
      p.1 * deriv (sWave p.2) R = s := by
  obtain ⟨q, ⟨hw, hq⟩, hu⟩ := (logDeriv_matching hR (s / v)).1 n hn
  have hs : sWave q R ≠ 0 := sin_ne_zero_of_mem hR hw
  rw [← sWave_logDeriv] at hq
  refine ⟨(v / sWave q R, q), ⟨hw, div_mul_cancel₀ _ hs, ?_⟩, ?_⟩
  · change v / sWave q R * deriv (sWave q) R = s
    calc v / sWave q R * deriv (sWave q) R = v * (deriv (sWave q) R / sWave q R) := by ring
      _ = s := by rw [hq, mul_div_cancel₀ _ hv]
  · rintro ⟨A, k⟩ ⟨hk, h1, h2⟩
    change A * sWave k R = v at h1
    change A * deriv (sWave k) R = s at h2
    have hA : A ≠ 0 := by
      intro h
      rw [h, zero_mul] at h1
      exact hv h1.symm
    -- the amplitude drops out of the logarithmic derivative
    have hkq : k = q := hu k ⟨hk, by
      rw [← sWave_logDeriv, ← h1, ← h2, mul_div_mul_left _ _ hA]⟩
    rw [hkq] at h1
    exact Prod.ext ((eq_div_iff hs).mpr h1) hkq

end

end BesselPseudisation
```

Existence takes the wave number for $L=s/v$ and scales the wave to the value $v$. For uniqueness, any other matching pair has nonzero amplitude, because $v\ne0$. The amplitude cancels from the ratio of slope to value, so the wave number is the one already found, and the value condition then fixes the amplitude.

```lean
#print axioms BesselPseudisation.value_slope_matching
```

```
'BesselPseudisation.value_slope_matching' depends on axioms: [propext, Classical.choice, Quot.sound]
```

For an s-wave with real $q$, these windows give a root finder its brackets: with $n\ge1$ it can bisect $q\cos(qR)-L\sin(qR)$ between the edges, while in the first window, when $L<1/R$, the same expression also vanishes at $q=0$, and the point $x/R$ constructed above, where it is positive, can serve as the lower end. The theorems treat one Bessel function at a time. They say nothing about higher angular momenta, about the coefficients of a combination of several such functions, or about conditions on its norm or higher derivatives.
